# Fall to the centre: energies in the potential $-g/r^2$ are unbounded below exactly when $g>1/8$ (three dimensions, units $\hbar=m=1$)

The particle is confined to a shell $a\le r\le b$ with $0<a<b$ and hard walls, so the singular point $r=0$ is never in the domain. The shell may be chosen along with the wavefunction, and the singularity is probed by shrinking it. The reduced radial wavefunction $u(r)=r\,R(r)$ of an s-wave in three dimensions is real, smooth for $r>0$, zero at both walls and not identically zero between them. Its energy and squared norm are

$$E[u]=\int_a^b\Big(\frac{u'^2}{2}-\frac{g\,u^2}{r^2}\Big)dr,\qquad N[u]=\int_a^b u^2\,dr .$$

The number $g$ is the strength of the potential in units of $\hbar^2/m$. The claim is that if $g>1/8$, then for every real $M$ some shell carries such a $u$ with $E[u]<-M\,N[u]$, that is, with normalised energy $E/N<-M$. If $g\le 1/8$, then $E[u]\ge 0$ on every shell.

For one particle in a pure inverse-square potential above the threshold, a Rayleigh–Ritz calculation therefore has no ground-state energy to converge to, and a basis that resolves ever smaller radii can keep lowering its result.

## A log-periodic trial function

Take $u=\sqrt r\,\sin\theta$ with $\theta=k\log(r/a)$ and $k>0$. Since $\theta'=k/r$,

$$u'=\frac{\tfrac12\sin\theta+k\cos\theta}{\sqrt r}.$$

The function vanishes at $r=a$, where $\theta=0$, and at $b=a\,e^{\pi/k}$, where $\theta=\pi$. With $dr/r=d\theta/k$ the energy becomes

$$E=\frac1k\int_0^\pi\Big(\frac{\sin^2\theta}{8}+\frac{k\sin\theta\cos\theta}{2}+\frac{k^2\cos^2\theta}{2}-g\sin^2\theta\Big)d\theta
=\frac{\pi}{2k}\Big(\frac18+\frac{k^2}{2}-g\Big),$$

because $\sin^2\theta$ and $\cos^2\theta$ each integrate to $\pi/2$ and the cross term to zero. The inner radius $a$ has dropped out.

For $g>1/8$ choose $k^2=g-1/8$. Then $E=-\pi k/4$, a fixed negative number. The norm obeys $N\le b(b-a)\le b^2$, so the normalised energy is at most $-\pi k/(4b^2)$. Setting $b^2=\pi k/\big(4(|M|+1)\big)$ and $a=b\,e^{-\pi/k}$ gives

$$-M N\ge-|M|\,b^2>-\frac{\pi k}{4}=E .$$

The order of the choices matters: $M$ comes first and the shell second. On a fixed shell with $g>0$ the potential is at least $-g/a^2$, so $E/N\ge -g/a^2$ and the claim would be false.

## No negative energy at or below the threshold

For any admissible $u$,

$$\frac{u'^2}{2}-\frac{g u^2}{r^2}-\frac{d}{dr}\frac{u^2}{4r}
=\frac12\Big(u'-\frac{u}{2r}\Big)^2+\Big(\frac18-g\Big)\frac{u^2}{r^2}.$$

For $g\le1/8$ the right side is nonnegative. The total derivative integrates to zero because $u(a)=u(b)=0$, hence $E\ge0$.

At $g=1/8$ exactly, the trial function has $E=\pi k/4$ and $\int_a^b u^2/r^2\,dr=\pi/(2k)$. The ratio of the two, $k^2/2$, tends to zero as $k\to0$, while the ratio of the radii $e^{\pi/k}$ grows without limit. No constant larger than $1/8$ would therefore serve for all shells.

## Energy, norm and admissible functions in Lean

```lean
import Mathlib

open Set MeasureTheory
open scoped Real ContDiff

namespace FallToTheCentre

noncomputable section
```

The energy is an integral over the shell of an expression in `deriv u`, the ordinary derivative of a function on the whole real line.

```lean
/-- Energy of a reduced radial wavefunction `u` on the shell `[a, b]` in the potential
`-g / r ^ 2`, in units where `ħ = m = 1`. -/
def energy (g a b : ℝ) (u : ℝ → ℝ) : ℝ :=
  ∫ r in a..b, (deriv u r ^ 2 / 2 - g * u r ^ 2 / r ^ 2)
```

Wavefunctions are not normalised, so the norm appears as a separate factor in the theorems.

```lean
/-- The squared norm of a reduced radial wavefunction on the shell `[a, b]`. -/
def normSq (a b : ℝ) (u : ℝ → ℝ) : ℝ := ∫ r in a..b, u r ^ 2
```

Smoothness is required on `Ioi 0`, the open half-line $r>0$. This contains both walls, so `deriv u` is a true derivative there too. Values of `u` outside the shell enter neither integral.

```lean
/-- Admissible wavefunctions on a shell: smooth for `r > 0`, zero at both walls, and
not identically zero between them. -/
structure Admissible (a b : ℝ) (u : ℝ → ℝ) : Prop where
  smooth : ContDiffOn ℝ ∞ u (Ioi 0)
  left : u a = 0
  right : u b = 0
  nonzero : ∃ r ∈ Ioo a b, u r ≠ 0

/-- The log-periodic trial function `√r sin (k log (r / a))`. -/
def trial (k a r : ℝ) : ℝ := √r * Real.sin (k * Real.log (r / a))
```

## Derivatives and boundary values of the trial function

The first lemma is $\theta'=k/r$ without the factor $k$. The second applies the product and chain rules, with `e` supplying $\sqrt r\cdot(1/r)=1/\sqrt r$.

```lean
/-- The logarithmic radial coordinate `log (r / a)` has derivative `1 / r`. -/
theorem hasDerivAt_logRadius {a r : ℝ} (ha : 0 < a) (hr : 0 < r) :
    HasDerivAt (fun x : ℝ => Real.log (x / a)) (1 / r) r := by
  have h := ((hasDerivAt_id' r).div_const a).log (div_pos hr ha).ne'
  exact h.congr_deriv (by field_simp)

/-- The radial derivative of the trial function. -/
theorem hasDerivAt_trial {k a r : ℝ} (ha : 0 < a) (hr : 0 < r) :
    HasDerivAt (trial k a) ((Real.sin (k * Real.log (r / a)) / 2
      + k * Real.cos (k * Real.log (r / a))) / √r) r := by
  have hs : 0 < √r := Real.sqrt_pos.2 hr
  have e : √r * (1 / r) = 1 / √r := by
    rw [eq_div_iff hs.ne']
    calc √r * (1 / r) * √r = (√r * √r) * (1 / r) := by ring
      _ = 1 := by rw [Real.mul_self_sqrt hr.le, mul_one_div_cancel hr.ne']
  have h := (Real.hasDerivAt_sqrt hr.ne').fun_mul
    ((hasDerivAt_logRadius ha hr).const_mul k).sin
  refine HasDerivAt.congr_deriv h ?_
  linear_combination (Real.cos (k * Real.log (r / a)) * k) * e
```

Admissibility is checked condition by condition. The interior point where $u\ne0$ is $r=a\,e^{\pi/(2k)}$, where $\theta=\pi/2$.

```lean
/-- The trial function is admissible on the shell from `a` to `a exp (π / k)`. -/
theorem trial_admissible {k a : ℝ} (hk : 0 < k) (ha : 0 < a) :
    Admissible a (a * Real.exp (π / k)) (trial k a) := by
  have hl : ∀ x : ℝ, Real.log (a * Real.exp x / a) = x := fun x => by
    rw [mul_div_cancel_left₀ _ ha.ne', Real.log_exp]
  have hq : 0 < π / k := div_pos Real.pi_pos hk
  refine ⟨?_, ?_, ?_, a * Real.exp (π / k / 2), ⟨?_, ?_⟩, ?_⟩
  · intro r hr
    have hr0 : 0 < r := hr
    have hd : ContDiffAt ℝ ∞ (fun x : ℝ => x / a) r := contDiffAt_id.div_const a
    have hlog := hd.log (div_pos hr0 ha).ne'
    exact ((Real.contDiffAt_sqrt hr0.ne').mul
      (contDiffAt_const.mul hlog).sin).contDiffWithinAt
  · simp [trial, div_self ha.ne']
  · have h : k * (π / k) = π := by field_simp
    rw [trial, hl, h, Real.sin_pi, mul_zero]
  · exact lt_mul_of_one_lt_right ha (Real.one_lt_exp_iff.2 (by linarith))
  · exact mul_lt_mul_of_pos_left (Real.exp_lt_exp.2 (by linarith)) ha
  · have h : k * (π / k / 2) = π / 2 := by field_simp
    rw [trial, hl, h, Real.sin_pi_div_two, mul_one]
    exact (Real.sqrt_pos.2 (mul_pos ha (Real.exp_pos _))).ne'
```

## The exact energy

The fundamental theorem of calculus needs an integrable density. Continuity on the closed shell provides it, since $r$ stays away from zero.

```lean
/-- The energy density of a continuously differentiable wavefunction is integrable on a
shell that excludes the origin. -/
theorem energy_integrable {g a b : ℝ} {u : ℝ → ℝ} (ha : 0 < a) (hab : a ≤ b)
    (hu : ContDiffOn ℝ 1 u (Ioi 0)) :
    IntervalIntegrable (fun r => deriv u r ^ 2 / 2 - g * u r ^ 2 / r ^ 2) volume a b := by
  have hsub : uIcc a b ⊆ Ioi 0 := by
    rw [uIcc_of_le hab]
    exact fun r hr => ha.trans_le hr.1
  have hd := (hu.continuousOn_deriv_of_isOpen isOpen_Ioi le_rfl).mono hsub
  have hc := hu.continuousOn.mono hsub
  apply ContinuousOn.intervalIntegrable
  exact ((hd.pow 2).div_const 2).sub ((continuousOn_const.mul (hc.pow 2)).div
    (continuousOn_id.pow 2) (fun r hr => pow_ne_zero 2 (ne_of_gt (hsub hr))))

/-- Smooth wavefunctions are continuously differentiable. -/
theorem Admissible.contDiffOn_one {a b : ℝ} {u : ℝ → ℝ} (h : Admissible a b u) :
    ContDiffOn ℝ 1 u (Ioi 0) :=
  h.smooth.of_le (by exact_mod_cast le_top)
```

Instead of changing variables to $\theta$, the proof gives an antiderivative,

$$\frac12\Big(\frac18+\frac{k^2}{2}-g\Big)\log\frac ra+B\sin\theta\cos\theta+\frac14\sin^2\theta,\qquad Bk=\frac12\Big(\frac{k^2}{2}-\frac18+g\Big).$$

Differentiating it and using $\sin^2\theta+\cos^2\theta=1$ recovers the density, which is the work of `linear_combination`. At the walls the sine terms vanish, and the logarithm contributes $\pi/k$.

```lean
/-- The exact energy of the trial function; it does not depend on the inner radius `a`. -/
theorem energy_trial {g k a : ℝ} (hk : 0 < k) (ha : 0 < a) :
    energy g a (a * Real.exp (π / k)) (trial k a)
      = π / (2 * k) * (1 / 8 + k ^ 2 / 2 - g) := by
  have hab : a ≤ a * Real.exp (π / k) :=
    le_mul_of_one_le_right ha.le (Real.one_le_exp (div_pos Real.pi_pos hk).le)
  obtain ⟨B, hB⟩ : ∃ B : ℝ, B * k = (k ^ 2 / 2 - 1 / 8 + g) / 2 :=
    ⟨(k ^ 2 / 2 - 1 / 8 + g) / 2 / k, div_mul_cancel₀ _ hk.ne'⟩
  -- an explicit antiderivative of the energy density
  have hF : ∀ r ∈ uIcc a (a * Real.exp (π / k)), HasDerivAt
      (fun x : ℝ => (1 / 8 + k ^ 2 / 2 - g) / 2 * Real.log (x / a)
        + B * (Real.sin (k * Real.log (x / a)) * Real.cos (k * Real.log (x / a)))
        + 1 / 4 * (Real.sin (k * Real.log (x / a)) * Real.sin (k * Real.log (x / a))))
      (deriv (trial k a) r ^ 2 / 2 - g * trial k a r ^ 2 / r ^ 2) r := by
    intro r hr
    rw [uIcc_of_le hab] at hr
    have hr0 : 0 < r := ha.trans_le hr.1
    have alg : ∀ S X : ℝ, X ^ 2 / r / 2 - g * (r * S ^ 2) / r ^ 2
        = (X ^ 2 / 2 - g * S ^ 2) * (1 / r) := by
      intro S X
      field_simp
    rw [(hasDerivAt_trial ha hr0).deriv, trial, div_pow, mul_pow, Real.sq_sqrt hr0.le, alg]
    have hL := hasDerivAt_logRadius ha hr0
    have hS := (hL.const_mul k).sin
    have hC := (hL.const_mul k).cos
    refine HasDerivAt.congr_deriv (((hL.const_mul _).fun_add
      ((hS.fun_mul hC).const_mul B)).fun_add ((hS.fun_mul hS).const_mul (1 / 4))) ?_
    have hsc := Real.sin_sq_add_cos_sq (k * Real.log (r / a))
    linear_combination (1 / r) * ((Real.cos (k * Real.log (r / a)) ^ 2
      - Real.sin (k * Real.log (r / a)) ^ 2) * hB - (1 / 8 + k ^ 2 / 2 - g) / 2 * hsc)
  have hl : Real.log (a * Real.exp (π / k) / a) = π / k := by
    rw [mul_div_cancel_left₀ _ ha.ne', Real.log_exp]
  have hkp : k * (π / k) = π := by field_simp
  rw [energy, intervalIntegral.integral_eq_sub_of_hasDerivAt hF
    (energy_integrable ha hab (trial_admissible hk ha).contDiffOn_one)]
  simp only [hl, div_self ha.ne', Real.log_one, hkp, Real.sin_pi, mul_zero, Real.sin_zero]
  ring
```

## Shrinking the shell

The bound on the norm uses $u^2=r\sin^2\theta\le b$ on a shell of width $b-a$.

```lean
/-- The squared norm of the trial function is at most the square of the outer radius. -/
theorem normSq_trial_le {k a b : ℝ} (ha : 0 < a) (hab : a ≤ b) :
    normSq a b (trial k a) ≤ b ^ 2 := by
  have h : ‖∫ r in a..b, trial k a r ^ 2‖ ≤ b * |b - a| := by
    apply intervalIntegral.norm_integral_le_of_norm_le_const
    intro r hr
    rw [uIoc_of_le hab] at hr
    have hr0 : 0 < r := ha.trans hr.1
    rw [Real.norm_of_nonneg (sq_nonneg _), trial, mul_pow, Real.sq_sqrt hr0.le]
    exact (mul_le_of_le_one_right hr0.le (Real.sin_sq_le_one _)).trans hr.2
  rw [abs_of_nonneg (sub_nonneg.2 hab)] at h
  have h2 := (Real.le_norm_self _).trans h
  unfold normSq
  nlinarith [mul_pos ha (ha.trans_le hab)]
```

In the main theorem `M` stands before `∃ a b`, as the argument requires. The proof fixes `k`, then `b`, then `a`, with the values found above. The term $+1$ in $|M|+1$ covers $M=0$, and the absolute value covers negative $M$.

```lean
/-- For `g > 1/8` and any real `M`, some shell carries an admissible wavefunction whose energy lies
below `-M` times its squared norm. -/
theorem fall_to_the_centre {g : ℝ} (hg : 1 / 8 < g) (M : ℝ) :
    ∃ a b : ℝ, ∃ u : ℝ → ℝ, 0 < a ∧ a < b ∧ Admissible a b u ∧
      energy g a b u < -M * normSq a b u := by
  obtain ⟨k, hk, hk2⟩ : ∃ k : ℝ, 0 < k ∧ k ^ 2 = g - 1 / 8 :=
    ⟨√(g - 1 / 8), Real.sqrt_pos.2 (by linarith), Real.sq_sqrt (by linarith)⟩
  have hD : 0 < π * k / 4 := by positivity
  have hM : 0 < |M| + 1 := by positivity
  -- the outer radius is chosen small enough for the given M
  obtain ⟨b, hb, hb2⟩ : ∃ b : ℝ, 0 < b ∧ b ^ 2 * (|M| + 1) = π * k / 4 :=
    ⟨√(π * k / 4 / (|M| + 1)), Real.sqrt_pos.2 (div_pos hD hM), by
      rw [Real.sq_sqrt (div_pos hD hM).le, div_mul_cancel₀ _ hM.ne']⟩
  obtain ⟨a, ha, hab⟩ : ∃ a : ℝ, 0 < a ∧ a * Real.exp (π / k) = b :=
    ⟨b / Real.exp (π / k), div_pos hb (Real.exp_pos _),
      div_mul_cancel₀ _ (Real.exp_pos _).ne'⟩
  have hadm := trial_admissible hk ha
  have hE := energy_trial (g := g) hk ha
  rw [hab] at hadm hE
  have hlt : a < b := by
    obtain ⟨r, hr, _⟩ := hadm.nonzero
    exact hr.1.trans hr.2
  refine ⟨a, b, trial k a, ha, hlt, hadm, ?_⟩
  have hE' : energy g a b (trial k a) = -(π * k / 4) := by
    rw [hE, show 1 / 8 + k ^ 2 / 2 - g = -(k ^ 2 / 2) by linarith]
    field_simp
    ring
  have hN0 : 0 ≤ normSq a b (trial k a) :=
    intervalIntegral.integral_nonneg hlt.le (fun r _ => sq_nonneg _)
  have h1 := mul_le_mul_of_nonneg_right (le_abs_self M) hN0
  have h2 := mul_le_mul_of_nonneg_left (normSq_trial_le (k := k) ha hlt.le) (abs_nonneg M)
  have h3 : 0 < b ^ 2 := by positivity
  rw [hE']
  linarith
```

## The Hardy inequality on a shell and the threshold

The next theorem asks that `u` vanish at both walls but only that it be continuously differentiable on $r>0$, and it allows $a=b$, where the energy is zero. `hw` differentiates $u^2/(4r)$, `h0` shows that the integral of this derivative vanishes, and `h3` is the sum-of-squares identity. At $g=1/8$ it is Hardy's inequality $\int u'^2\ge\frac14\int u^2/r^2$ for functions vanishing at the walls of a shell; functions on the whole half-line that reach the origin are not treated.

```lean
/-- For `g ≤ 1/8` the energy on a shell of a continuously differentiable wavefunction vanishing at
both walls is nonnegative. -/
theorem energy_nonneg {g a b : ℝ} {u : ℝ → ℝ} (hg : g ≤ 1 / 8) (ha : 0 < a) (hab : a ≤ b)
    (hu : ContDiffOn ℝ 1 u (Ioi 0)) (hua : u a = 0) (hub : u b = 0) :
    0 ≤ energy g a b u := by
  have hsub : uIcc a b ⊆ Ioi 0 := by
    rw [uIcc_of_le hab]
    exact fun r hr => ha.trans_le hr.1
  have hd := (hu.continuousOn_deriv_of_isOpen isOpen_Ioi le_rfl).mono hsub
  have hc := hu.continuousOn.mono hsub
  have hw : ∀ r ∈ uIcc a b, HasDerivAt (fun x => u x * u x / (4 * x))
      (u r * deriv u r / (2 * r) - u r ^ 2 / (4 * r ^ 2)) r := by
    intro r hr
    have hr0 : 0 < r := hsub hr
    have h := ((hu.differentiableOn (by simp)).differentiableAt
      (isOpen_Ioi.mem_nhds hr0)).hasDerivAt
    refine HasDerivAt.congr_deriv ((h.fun_mul h).fun_div
      ((hasDerivAt_id' r).const_mul 4) (by positivity)) ?_
    field_simp
    ring
  have hi : IntervalIntegrable
      (fun r => u r * deriv u r / (2 * r) - u r ^ 2 / (4 * r ^ 2)) volume a b := by
    apply ContinuousOn.intervalIntegrable
    refine ((hc.mul hd).div (continuousOn_const.mul continuousOn_id) ?_).sub
      ((hc.pow 2).div (continuousOn_const.mul (continuousOn_id.pow 2)) ?_)
    · exact fun r hr => mul_ne_zero two_ne_zero (ne_of_gt (hsub hr))
    · exact fun r hr => mul_ne_zero four_ne_zero (pow_ne_zero 2 (ne_of_gt (hsub hr)))
  -- the boundary term vanishes
  have h0 := intervalIntegral.integral_eq_sub_of_hasDerivAt hw hi
  simp only [hua, hub, mul_zero, zero_div, sub_zero] at h0
  rw [← h0, energy]
  refine intervalIntegral.integral_mono_on hab hi (energy_integrable ha hab hu) ?_
  intro r _
  -- what remains is a sum of squares
  have h1 := sq_nonneg (deriv u r - u r / (2 * r))
  have h2 := mul_nonneg (sub_nonneg.2 hg) (sq_nonneg (u r / r))
  have h3 : (deriv u r ^ 2 / 2 - g * u r ^ 2 / r ^ 2)
      - (u r * deriv u r / (2 * r) - u r ^ 2 / (4 * r ^ 2))
      = 1 / 2 * (deriv u r - u r / (2 * r)) ^ 2 + (1 / 8 - g) * (u r / r) ^ 2 := by ring
  linarith
```

The equivalence joins the two halves. If energies are unbounded below, the case $M=0$ already yields a negative energy, which the Hardy inequality forbids for $g\le1/8$. "Fall to the centre" here means this unboundedness of the energies of admissible functions. The theorem describes neither motion towards the origin nor the choice of a self-adjoint Hamiltonian.

```lean
/-- The energy per squared norm is unbounded below over all shells and admissible
wavefunctions exactly when `g > 1/8`. -/
theorem fall_iff (g : ℝ) :
    (∀ M : ℝ, ∃ a b : ℝ, ∃ u : ℝ → ℝ, 0 < a ∧ a < b ∧ Admissible a b u ∧
      energy g a b u < -M * normSq a b u) ↔ 1 / 8 < g := by
  refine ⟨fun h => ?_, fun hg M => fall_to_the_centre hg M⟩
  by_contra hg
  obtain ⟨a, b, u, ha, hab, hu, hlt⟩ := h 0
  have h0 := energy_nonneg (not_lt.1 hg) ha hab.le hu.contDiffOn_one hu.left hu.right
  rw [neg_zero, zero_mul] at hlt
  linarith

end

end FallToTheCentre
```

```lean
#print axioms FallToTheCentre.fall_iff
-- 'FallToTheCentre.fall_iff' depends on axioms: [propext, Classical.choice, Quot.sound]
```
